# An eigenvalue of \(A\,\mathbf L\cdot\mathbf S+b(L_z+2S_z)\) within the flip-flop residual of each strong-field energy

Take two spins one half coupled by \(A\,\mathbf L\cdot\mathbf S\), with no field. The state \(|{\uparrow\downarrow}\rangle\) has mean energy \(-A/4\), but for \(A\neq0\) it is not an eigenstate: the coupling also flips both spins, with amplitude \(A/2\). On \(|{\uparrow\downarrow}\rangle,|{\downarrow\uparrow}\rangle\) the Hamiltonian is

\[
\begin{pmatrix}-A/4&A/2\\A/2&-A/4\end{pmatrix},
\]

with eigenvalues \(A/4\) and \(-3A/4\). Both lie \(|A|/2\) from \(-A/4\), which is the length of the part of \(H|{\uparrow\downarrow}\rangle\) that leaves the state. For general angular momenta and any field along \(z\), take a normalised product state with definite projections. The length of the part of \(H\) times the state that leaves the state then depends on the quantum numbers, and it still bounds the distance from the state's mean energy to some eigenvalue.

In Lean 4 with Mathlib:

```lean
import Mathlib

open Matrix
open scoped Kronecker

namespace StrongFieldCertificate

noncomputable section
```

## Angular momentum matrices and the Hamiltonian

Set \(\hbar=1\) and let \(l=n/2\), \(s=m/2\). Basis index \(i=0,\dots,n\) carries projection \(n/2-i\), so raising the projection lowers the index.

```lean
/-- The magnetic quantum number of the `i`-th basis state of angular momentum `n/2`. -/
def proj (n : ℕ) (i : Fin (n + 1)) : ℝ := (n : ℝ) / 2 - ((i : ℕ) : ℝ)

/-- The matrix of `J_z` for angular momentum `n/2`. -/
def Jz (n : ℕ) : Matrix (Fin (n + 1)) (Fin (n + 1)) ℂ :=
  Matrix.diagonal fun i => (proj n i : ℂ)
```

The only nonzero entries of \(J_+\) are \((J_+)_{i-1,i}=\sqrt{i(n+1-i)}\). The other components follow from \(J_-=J_+^\dagger\), \(J_x=(J_++J_-)/2\) and \(J_y=(J_+-J_-)/(2i)\), where the last \(i\) is the imaginary unit.

```lean
/-- The raising matrix `J_+` for angular momentum `n/2`. -/
def Jp (n : ℕ) : Matrix (Fin (n + 1)) (Fin (n + 1)) ℂ :=
  Matrix.of fun i j => if (i : ℕ) + 1 = (j : ℕ) then
    ((Real.sqrt (((j : ℕ) : ℝ) * ((n : ℝ) + 1 - ((j : ℕ) : ℝ))) : ℝ) : ℂ) else 0

/-- The lowering matrix `J_-`, the adjoint of `J_+`. -/
def Jm (n : ℕ) : Matrix (Fin (n + 1)) (Fin (n + 1)) ℂ := (Jp n)ᴴ

/-- The matrix of `J_x`. -/
def Jx (n : ℕ) : Matrix (Fin (n + 1)) (Fin (n + 1)) ℂ := (1 / 2 : ℂ) • (Jp n + Jm n)

/-- The matrix of `J_y`. -/
def Jy (n : ℕ) : Matrix (Fin (n + 1)) (Fin (n + 1)) ℂ := (-Complex.I / 2) • (Jp n - Jm n)
```

Operators on the two factors combine by the Kronecker product `⊗ₖ`. Write \(F=L_+S_-+L_-S_+\) for the flip-flop operator.

```lean
/-- The scalar product `L·S` on the tensor product space. -/
def LdotS (n m : ℕ) := Jx n ⊗ₖ Jx m + Jy n ⊗ₖ Jy m + Jz n ⊗ₖ Jz m

/-- The flip-flop operator `L_+ S_- + L_- S_+`. -/
def flipFlop (n m : ℕ) := Jp n ⊗ₖ Jm m + Jm n ⊗ₖ Jp m
```

The real constants \(A\) and \(b\) are given: \(A\) is the spin-orbit strength within one \(L,S\) multiplet, and \(b=\mu_BB\) is the Bohr magneton times a magnetic field \(B\) along \(z\); the diamagnetic term, quadratic in \(B\), is left out. The factor 2 is the spin \(g\)-factor without its radiative correction. An orbital \(\mathbf L\) has even \(n\). The theorems also allow odd \(n\); in the zero-field example of two spins one half, \(\mathbf L\) is a second spin and \(A\) is the spin-spin coupling.

```lean
/-- The Hamiltonian `A L·S + b (L_z + 2 S_z)`. -/
def ham (n m : ℕ) (A b : ℝ) :
    Matrix (Fin (n + 1) × Fin (m + 1)) (Fin (n + 1) × Fin (m + 1)) ℂ :=
  (A : ℂ) • LdotS n m + (b : ℂ) • (Jz n ⊗ₖ 1 + (2 : ℂ) • (1 ⊗ₖ Jz m))
```

States are complex functions on pairs of indices, with the Euclidean norm. `IsEnergy H E` says that \(E\) is an eigenvalue with a nonzero eigenvector.

```lean
/-- The product state with factors `x` and `y`. -/
def product {ι κ : Type*} (x : ι → ℂ) (y : κ → ℂ) : ι × κ → ℂ := fun s => x s.1 * y s.2

/-- The Euclidean norm of a state vector. -/
def vecNorm {ι : Type*} [Fintype ι] (v : ι → ℂ) : ℝ := Real.sqrt (∑ i, ‖v i‖ ^ 2)

/-- `E` is an eigenvalue of the matrix `H`. -/
def IsEnergy {ι : Type*} [Fintype ι] (H : Matrix ι ι ℂ) (E : ℝ) : Prop :=
  ∃ v : ι → ℂ, v ≠ 0 ∧ H *ᵥ v = (E : ℂ) • v
```

## What the coupling does to a product state

Multiplying out the transverse components gives

\[
L_xS_x+L_yS_y=\tfrac14(L_++L_-)(S_++S_-)-\tfrac14(L_+-L_-)(S_+-S_-)=\tfrac12F .
\]

The proof checks this entry by entry, using \(i^2=-1\).

```lean
/-- `L·S` is `L_z S_z` plus half the flip-flop operator. -/
theorem LdotS_eq (n m : ℕ) : LdotS n m = Jz n ⊗ₖ Jz m + (1 / 2 : ℂ) • flipFlop n m := by
  ext ⟨i, k⟩ ⟨j, l⟩
  simp only [LdotS, Jx, Jy, flipFlop, Matrix.add_apply, Matrix.smul_apply, Matrix.sub_apply,
    Matrix.kroneckerMap_apply, smul_eq_mul]
  linear_combination ((Jp n i j - Jm n i j) * (Jp m k l - Jm m k l) / 4) * Complex.I_sq
```

The adjoint exchanges the two terms of \(F\), while \(L_z\) and \(S_z\) are diagonal with real entries and the coefficients are real. Hence \(H=H^\dagger\).

```lean
/-- The Hamiltonian is Hermitian. -/
theorem ham_isHermitian (n m : ℕ) (A b : ℝ) : (ham n m A b).IsHermitian := by
  have hz : ∀ k, (Jz k)ᴴ = Jz k := by
    intro k
    rw [Jz, Matrix.diagonal_conjTranspose]
    congr 1
    ext i
    simp
  have hr : ∀ r : ℝ, star (r : ℂ) = r := fun r => Complex.conj_ofReal r
  have h2 : star (2 : ℂ) = 2 := by simp
  have hh : star (1 / 2 : ℂ) = 1 / 2 := by simp
  unfold Matrix.IsHermitian
  rw [ham, LdotS_eq]
  simp only [flipFlop, Jm, Matrix.conjTranspose_add, Matrix.conjTranspose_smul,
    Matrix.conjTranspose_kronecker, Matrix.conjTranspose_conjTranspose,
    Matrix.conjTranspose_one, hz, hr, h2, hh]
  module
```

Kronecker products act factor by factor: \((M\otimes N)(x\otimes y)=Mx\otimes Ny\).

```lean
lemma kron_product {ι κ : Type*} [Fintype ι] [Fintype κ] (M : Matrix ι ι ℂ)
    (N : Matrix κ κ ℂ) (x : ι → ℂ) (y : κ → ℂ) :
    (M ⊗ₖ N) *ᵥ product x y = product (M *ᵥ x) (N *ᵥ y) := by
  ext ⟨i, k⟩
  simp only [Matrix.mulVec, dotProduct, Matrix.kroneckerMap_apply, product,
    Fintype.sum_prod_type, Finset.sum_mul_sum]
  exact Finset.sum_congr rfl fun a _ => Finset.sum_congr rfl fun c _ => by ring
```

Let \(u=x\otimes y\) with \(L_zx=px\) and \(S_zy=qy\), and set \(\varepsilon=b(p+2q)+Apq\). The diagonal terms of \(H\) give exactly \(\varepsilon u\), leaving

\[
Hu-\varepsilon u=\tfrac A2Fu .
\]

```lean
/-- On a product state of projections `p`, `q`, the Hamiltonian minus the strong-field energy
acts as `A/2` times the flip-flop operator. -/
theorem residual_eq (n m : ℕ) (A b p q : ℝ) (x : Fin (n + 1) → ℂ) (y : Fin (m + 1) → ℂ)
    (hx : Jz n *ᵥ x = (p : ℂ) • x) (hy : Jz m *ᵥ y = (q : ℂ) • y) :
    ham n m A b *ᵥ product x y - ((b * (p + 2 * q) + A * p * q : ℝ) : ℂ) • product x y
      = ((A / 2 : ℝ) : ℂ) • (flipFlop n m *ᵥ product x y) := by
  have h1 : (Jz n ⊗ₖ Jz m) *ᵥ product x y = ((p : ℂ) * q) • product x y := by
    rw [kron_product, hx, hy]
    ext s
    simp only [product, Pi.smul_apply, smul_eq_mul]
    ring
  have h2 : (Jz n ⊗ₖ (1 : Matrix (Fin (m + 1)) (Fin (m + 1)) ℂ)) *ᵥ product x y
      = (p : ℂ) • product x y := by
    rw [kron_product, hx, Matrix.one_mulVec]
    ext s
    simp only [product, Pi.smul_apply, smul_eq_mul]
    ring
  have h3 : ((1 : Matrix (Fin (n + 1)) (Fin (n + 1)) ℂ) ⊗ₖ Jz m) *ᵥ product x y
      = (q : ℂ) • product x y := by
    rw [kron_product, hy, Matrix.one_mulVec]
    ext s
    simp only [product, Pi.smul_apply, smul_eq_mul]
    ring
  rw [ham, LdotS_eq]
  simp only [Matrix.add_mulVec, Matrix.smul_mulVec, h1, h2, h3]
  push_cast
  module
```

## From residual to eigenvalue

For an orthonormal basis \(v_j\), \(\|w\|^2=\sum_j|\langle v_j|w\rangle|^2\).

```lean
lemma parseval {ι : Type*} [Fintype ι] (B : OrthonormalBasis ι ℂ (EuclideanSpace ℂ ι))
    (w : ι → ℂ) : ∑ i, ‖w i‖ ^ 2 = ∑ j, ‖star (B j).ofLp ⬝ᵥ w‖ ^ 2 := by
  have h : ‖B.repr (WithLp.toLp 2 w)‖ ^ 2 = ‖WithLp.toLp 2 w‖ ^ 2 := by
    rw [B.repr.norm_map]
  simp only [EuclideanSpace.norm_sq_eq, OrthonormalBasis.repr_apply_apply,
    EuclideanSpace.inner_eq_star_dotProduct] at h
  rw [← h]
  exact Finset.sum_congr rfl fun j _ => by rw [dotProduct_comm]
```

Choose \(Hv_j=E_jv_j\), let \(c_j=\langle v_j|u\rangle\), and let \(d=|A|\,\|Fu\|/2\). Since \(H\) is Hermitian, \(\langle v_j|Hu-\varepsilon u\rangle=(E_j-\varepsilon)c_j\), so

\[
\sum_j|c_j|^2=1,\qquad \sum_j(E_j-\varepsilon)^2|c_j|^2=d^2 .
\]

If every \(|E_j-\varepsilon|\) exceeded \(d\), the second sum would exceed \(d^2\), because some weight is positive. In the code, `hone` and `hsum` are these two sums, and `hfar` is the assumption to be refuted.

The hypotheses `hx` and `hy` fix the projections, and `hu` normalises the product, not each factor.

```lean
/-- Strong-field certificate: some eigenvalue of `A L·S + b (L_z + 2 S_z)` lies within
`|A| ‖(L_+ S_- + L_- S_+) u‖ / 2` of `b (p + 2 q) + A p q`, for a unit product state `u` of
projections `p` and `q`. -/
theorem strong_field_certificate (n m : ℕ) (A b p q : ℝ)
    (x : Fin (n + 1) → ℂ) (y : Fin (m + 1) → ℂ)
    (hx : Jz n *ᵥ x = (p : ℂ) • x) (hy : Jz m *ᵥ y = (q : ℂ) • y)
    (hu : vecNorm (product x y) = 1) :
    ∃ E : ℝ, IsEnergy (ham n m A b) E ∧
      |E - (b * (p + 2 * q) + A * p * q)|
        ≤ |A| * vecNorm (flipFlop n m *ᵥ product x y) / 2 := by
  have hres := residual_eq n m A b p q x y hx hy
  have hH := ham_isHermitian n m A b
  set u := product x y
  set e := b * (p + 2 * q) + A * p * q
  set d := |A| * vecNorm (flipFlop n m *ᵥ u) / 2 with hd
  have hd0 : 0 ≤ d := by
    have : 0 ≤ vecNorm (flipFlop n m *ᵥ u) := Real.sqrt_nonneg _
    positivity
  let B := hH.eigenvectorBasis
  have hv : ∀ j, ham n m A b *ᵥ (B j).ofLp = (hH.eigenvalues j : ℂ) • (B j).ofLp :=
    fun j => (hH.mulVec_eigenvectorBasis j).trans (by ext i; simp [B])
  -- the weights of `u` in the eigenbasis sum to one
  have hone : ∑ j, ‖star (B j).ofLp ⬝ᵥ u‖ ^ 2 = 1 := by
    rw [← parseval B u]
    exact Real.sqrt_eq_one.mp hu
  -- each component of the residual carries the factor `E_j - e`
  have hcoef : ∀ j, ‖star (B j).ofLp ⬝ᵥ (ham n m A b *ᵥ u - (e : ℂ) • u)‖ ^ 2
      = (hH.eigenvalues j - e) ^ 2 * ‖star (B j).ofLp ⬝ᵥ u‖ ^ 2 := by
    intro j
    have h1 : star (B j).ofLp ᵥ* ham n m A b = star (ham n m A b *ᵥ (B j).ofLp) := by
      rw [Matrix.star_mulVec, hH.eq]
    have h2 : star (B j).ofLp ⬝ᵥ (ham n m A b *ᵥ u - (e : ℂ) • u)
        = ((hH.eigenvalues j - e : ℝ) : ℂ) * (star (B j).ofLp ⬝ᵥ u) := by
      rw [dotProduct_sub, Matrix.dotProduct_mulVec, h1, hv, star_smul, smul_dotProduct,
        dotProduct_smul, Complex.star_def, Complex.conj_ofReal, smul_eq_mul, smul_eq_mul]
      push_cast
      ring
    rw [h2, norm_mul, mul_pow, Complex.norm_real, Real.norm_eq_abs, sq_abs]
  have hsum : ∑ j, (hH.eigenvalues j - e) ^ 2 * ‖star (B j).ofLp ⬝ᵥ u‖ ^ 2 = d ^ 2 := by
    rw [← Finset.sum_congr rfl fun j _ => hcoef j, ← parseval B, hres]
    simp only [Pi.smul_apply, smul_eq_mul, norm_mul, mul_pow, Complex.norm_real,
      Real.norm_eq_abs, sq_abs]
    rw [← Finset.mul_sum, hd, vecNorm, div_pow, div_pow, mul_pow, sq_abs,
      Real.sq_sqrt (Finset.sum_nonneg fun i _ => sq_nonneg _)]
    ring
  by_contra hcon
  have hfar : ∀ j, d ^ 2 < (hH.eigenvalues j - e) ^ 2 := by
    intro j
    have hj : d < |hH.eigenvalues j - e| := by
      by_contra hle
      refine hcon ⟨hH.eigenvalues j, ⟨(B j).ofLp, ?_, hv j⟩, not_lt.mp hle⟩
      intro h0
      apply B.orthonormal.ne_zero j
      ext i
      simpa using congrFun h0 i
    rw [← sq_abs (hH.eigenvalues j - e)]
    nlinarith
  -- some weight is positive, so the weighted average exceeds `d ^ 2`
  obtain ⟨j, hj⟩ : ∃ j, 0 < ‖star (B j).ofLp ⬝ᵥ u‖ ^ 2 := by
    by_contra hno
    have : ∑ j, ‖star (B j).ofLp ⬝ᵥ u‖ ^ 2 ≤ 0 :=
      Finset.sum_nonpos fun j _ => not_lt.mp fun h => hno ⟨j, h⟩
    linarith
  have hlt : ∑ j, d ^ 2 * ‖star (B j).ofLp ⬝ᵥ u‖ ^ 2
      < ∑ j, (hH.eigenvalues j - e) ^ 2 * ‖star (B j).ofLp ⬝ᵥ u‖ ^ 2 :=
    Finset.sum_lt_sum
      (fun i _ => mul_le_mul_of_nonneg_right (hfar i).le (sq_nonneg _))
      ⟨j, Finset.mem_univ j, mul_lt_mul_of_pos_right (hfar j) hj⟩
  rw [← Finset.mul_sum, hone, hsum] at hlt
  linarith
```

For this finite, single-multiplet model, the theorem places some eigenvalue within \(d\) of the strong-field (Paschen–Back) energy \(\varepsilon\) without diagonalisation; it does not say which eigenvalue. The bound holds at every field, but its radius is independent of \(b\), so it does not show the error shrinking as the field grows.

It would be wrong to count levels by counting certified states. In the opening example, \(|{\uparrow\downarrow}\rangle\) and \(|{\downarrow\uparrow}\rangle\) give the same interval, and one eigenvalue would satisfy both statements.

## The radius in quantum numbers

Define \(\lambda_j(\mu)=j(j+1)-\mu(\mu+1)\).

```lean
/-- The squared ladder coefficient `j(j+1) - μ(μ+1)` between projections `μ` and `μ+1`. -/
def ladder (j μ : ℝ) : ℝ := j * (j + 1) - μ * (μ + 1)

/-- The product basis state with labels `i` and `k`. -/
def ket {n m : ℕ} (i : Fin (n + 1)) (k : Fin (m + 1)) : Fin (n + 1) × Fin (m + 1) → ℂ :=
  product (Pi.single i 1) (Pi.single k 1)
```

With \(\mu=n/2-i\), the squared entry of \(J_+\) is \(i(n+1-i)=\lambda_{n/2}(\mu)\). Raising therefore gives squared norm \(\lambda_{n/2}(\mu)\), and lowering gives \(\lambda_{n/2}(\mu-1)\). Both vanish at the appropriate end of the ladder, which the proofs treat separately.

```lean
lemma Jp_normSq (n : ℕ) (a i : Fin (n + 1)) : ‖Jp n a i‖ ^ 2 =
    if (a : ℕ) + 1 = (i : ℕ) then ((i : ℕ) : ℝ) * ((n : ℝ) + 1 - ((i : ℕ) : ℝ)) else 0 := by
  have hi : ((i : ℕ) : ℝ) ≤ n := by exact_mod_cast Nat.lt_succ_iff.mp i.2
  simp only [Jp, Matrix.of_apply]
  split_ifs
  · rw [Complex.norm_real, Real.norm_eq_abs, sq_abs, Real.sq_sqrt]
    exact mul_nonneg (Nat.cast_nonneg _) (by linarith)
  · simp

/-- Raising a basis state of projection `μ` gives squared norm `j(j+1) - μ(μ+1)`. -/
theorem raise_normSq (n : ℕ) (i : Fin (n + 1)) :
    ∑ a, ‖Jp n a i‖ ^ 2 = ladder ((n : ℝ) / 2) (proj n i) := by
  simp only [Jp_normSq]
  rcases Nat.eq_zero_or_pos (i : ℕ) with h | h
  · rw [Finset.sum_eq_zero]
    · rw [ladder, proj, h]
      push_cast
      ring
    · intro a _
      exact if_neg (by omega)
  · have hc : (i : ℕ) - 1 + 1 = (i : ℕ) := by omega
    rw [Finset.sum_eq_single (⟨(i : ℕ) - 1, by omega⟩ : Fin (n + 1))]
    · rw [if_pos hc, ladder, proj]
      ring
    · intro a _ ha
      exact if_neg fun h' => ha (Fin.ext (by show (a : ℕ) = (i : ℕ) - 1; omega))
    · intro h'
      exact absurd (Finset.mem_univ _) h'

/-- Lowering a basis state of projection `μ` gives squared norm `j(j+1) - μ(μ-1)`. -/
theorem lower_normSq (n : ℕ) (i : Fin (n + 1)) :
    ∑ a, ‖Jm n a i‖ ^ 2 = ladder ((n : ℝ) / 2) (proj n i - 1) := by
  simp only [Jm, Matrix.conjTranspose_apply, norm_star, Jp_normSq]
  by_cases h : (i : ℕ) = n
  · rw [Finset.sum_eq_zero]
    · rw [ladder, proj, h]
      ring
    · intro a _
      exact if_neg (by omega)
  · rw [Finset.sum_eq_single (⟨(i : ℕ) + 1, by omega⟩ : Fin (n + 1))]
    · rw [if_pos rfl, ladder, proj]
      push_cast
      ring
    · intro a _ ha
      exact if_neg fun h' => ha (Fin.ext h'.symm)
    · intro h'
      exact absurd (Finset.mem_univ _) h'
```

The two terms of \(Fu\) have different projections \(p\pm1\), so they are orthogonal and their squared norms add:

\[
\|Fu\|^2=\lambda_l(p)\lambda_s(q-1)+\lambda_l(p-1)\lambda_s(q).
\]

```lean
/-- The norm of the flip-flop operator on a product basis state, in ladder coefficients. -/
theorem flipFlop_norm (n m : ℕ) (i : Fin (n + 1)) (k : Fin (m + 1)) :
    vecNorm (flipFlop n m *ᵥ ket i k) = Real.sqrt
      (ladder ((n : ℝ) / 2) (proj n i) * ladder ((m : ℝ) / 2) (proj m k - 1)
        + ladder ((n : ℝ) / 2) (proj n i - 1) * ladder ((m : ℝ) / 2) (proj m k)) := by
  have hpt : ∀ a c, ‖(flipFlop n m *ᵥ ket i k) (a, c)‖ ^ 2
      = ‖Jp n a i‖ ^ 2 * ‖Jm m c k‖ ^ 2 + ‖Jm n a i‖ ^ 2 * ‖Jp m c k‖ ^ 2 := by
    intro a c
    have e : (flipFlop n m *ᵥ ket i k) (a, c)
        = Jp n a i * Jm m c k + Jm n a i * Jp m c k := by
      simp [flipFlop, ket, Matrix.add_mulVec, kron_product, product]
    -- raising and lowering never reach the same state
    have h0 : Jp n a i = 0 ∨ Jm n a i = 0 := by
      by_cases h : (a : ℕ) + 1 = (i : ℕ)
      · right
        have h' : ¬ ((i : ℕ) + 1 = (a : ℕ)) := by omega
        simp [Jm, Jp, h']
      · left
        simp [Jp, h]
    rw [e]
    rcases h0 with h | h <;> simp [h, mul_pow]
  rw [vecNorm, Fintype.sum_prod_type]
  simp only [hpt, Finset.sum_add_distrib, ← Finset.mul_sum, ← Finset.sum_mul,
    raise_normSq, lower_normSq]
```

Basis states are normalised and have definite projections, so the certificate applies with this radius.

```lean
/-- The certificate for a product basis state, with the radius written in quantum numbers. -/
theorem basis_state_certificate (n m : ℕ) (A b : ℝ) (i : Fin (n + 1)) (k : Fin (m + 1)) :
    ∃ E : ℝ, IsEnergy (ham n m A b) E ∧
      |E - (b * (proj n i + 2 * proj m k) + A * proj n i * proj m k)| ≤ |A| * Real.sqrt
        (ladder ((n : ℝ) / 2) (proj n i) * ladder ((m : ℝ) / 2) (proj m k - 1)
          + ladder ((n : ℝ) / 2) (proj n i - 1) * ladder ((m : ℝ) / 2) (proj m k)) / 2 := by
  have hz : ∀ (r : ℕ) (j : Fin (r + 1)),
      Jz r *ᵥ (Pi.single j 1 : Fin (r + 1) → ℂ) = (proj r j : ℂ) • Pi.single j 1 := by
    intro r j
    ext a
    rw [Jz, Matrix.mulVec_diagonal]
    by_cases h : a = j
    · subst h
      simp
    · simp [h]
  rw [← flipFlop_norm]
  refine strong_field_certificate n m A b _ _ _ _ (hz n i) (hz m k) ?_
  rw [vecNorm, Finset.sum_eq_single (i, k)]
  · simp [product]
  · rintro ⟨a, c⟩ - h
    have h' : a ≠ i ∨ c ≠ k := by
      by_contra hh
      rw [not_or, not_not, not_not] at hh
      exact h (Prod.ext hh.1 hh.2)
    rcases h' with h' | h' <;> simp [product, h']
  · simp
```

## Equality for two spins one half at zero field

At zero field, the eigenvalue equations for the components of \(v\) are

\[
(E-\tfrac A4)v_{\uparrow\uparrow}=(E-\tfrac A4)v_{\downarrow\downarrow}=0,
\]
\[
(E+\tfrac A4)v_{\uparrow\downarrow}=\tfrac A2v_{\downarrow\uparrow},\qquad
(E+\tfrac A4)v_{\downarrow\uparrow}=\tfrac A2v_{\uparrow\downarrow}.
\]

Each component is thus annihilated by \((E+A/4)^2-(A/2)^2\). Since \(v\neq0\), this factor vanishes and \(|E+A/4|=|A|/2\). For \(u=|{\uparrow\downarrow}\rangle\), \(\varepsilon=-A/4\) and \(\|Fu\|=1\), so every eigenvalue sits exactly at the certified distance from \(\varepsilon\).

```lean
/-- Sharpness: for two spins one half at zero field, every eigenvalue lies exactly at the
certified distance from the strong-field energy of the up-down state. -/
theorem certificate_sharp (A E : ℝ) (hE : IsEnergy (ham 1 1 A 0) E) :
    |E - A * proj 1 0 * proj 1 1|
      = |A| * vecNorm (flipFlop 1 1 *ᵥ ket (0 : Fin 2) (1 : Fin 2)) / 2 := by
  obtain ⟨v, hv0, hv⟩ := hE
  have hz : Jz 1 = !![1 / 2, 0; 0, -1 / 2] := by
    ext i j
    fin_cases i <;> fin_cases j <;> norm_num [Jz, proj]
  have hp : Jp 1 = !![0, 1; 0, 0] := by
    ext i j
    fin_cases i <;> fin_cases j <;> norm_num [Jp]
  have hm : Jm 1 = !![0, 0; 1, 0] := by
    rw [Jm, hp]
    ext i j
    fin_cases i <;> fin_cases j <;> simp
  have hc : ∀ a c : Fin 2, (A : ℂ) * (∑ a', ∑ c', (Jz 1 a a' * Jz 1 c c'
      + 1 / 2 * (Jp 1 a a' * Jm 1 c c' + Jm 1 a a' * Jp 1 c c')) * v (a', c'))
      = E * v (a, c) := by
    intro a c
    have h := congrFun hv (a, c)
    rw [ham, LdotS_eq, Complex.ofReal_zero, zero_smul, add_zero, Matrix.smul_mulVec] at h
    simpa only [flipFlop, Pi.smul_apply, smul_eq_mul, Matrix.mulVec, dotProduct,
      Fintype.sum_prod_type, Matrix.add_apply, Matrix.smul_apply,
      Matrix.kroneckerMap_apply] using h
  rw [hz, hp, hm] at hc
  have h00 := hc 0 0
  have h01 := hc 0 1
  have h10 := hc 1 0
  have h11 := hc 1 1
  simp [Fin.sum_univ_two, -mul_eq_mul_left_iff, -mul_eq_mul_right_iff] at h00 h01 h10 h11
  -- every component of the eigenvector is annihilated by the same quadratic in `E`
  have hq : ((E : ℂ) + A / 4) ^ 2 - (A / 2) ^ 2 = 0 := by
    by_contra hne
    apply hv0
    ext ⟨a, c⟩
    apply (mul_eq_zero.mp _).resolve_left hne
    fin_cases a <;> fin_cases c
    · show _ * v (0, 0) = 0
      linear_combination (-((E : ℂ) + 3 * A / 4)) * h00
    · show _ * v (0, 1) = 0
      linear_combination (-((E : ℂ) + A / 4)) * h01 - (A / 2 : ℂ) * h10
    · show _ * v (1, 0) = 0
      linear_combination (-((E : ℂ) + A / 4)) * h10 - (A / 2 : ℂ) * h01
    · show _ * v (1, 1) = 0
      linear_combination (-((E : ℂ) + 3 * A / 4)) * h11
  have hr : (E + A / 4) ^ 2 = (A / 2) ^ 2 := by
    have : (E + A / 4) ^ 2 - (A / 2) ^ 2 = 0 := by exact_mod_cast hq
    linarith
  have hn : vecNorm (flipFlop 1 1 *ᵥ ket (0 : Fin 2) (1 : Fin 2)) = 1 := by
    rw [flipFlop_norm 1 1 0 1]
    norm_num [ladder, proj]
  have he : E - A * proj 1 0 * proj 1 1 = E + A / 4 := by
    norm_num [proj]
    ring
  rw [hn, he, (sq_eq_sq_iff_abs_eq_abs _ _).mp hr, abs_div, mul_one]
  norm_num

end

end StrongFieldCertificate
```

```lean
#print axioms StrongFieldCertificate.strong_field_certificate
#print axioms StrongFieldCertificate.basis_state_certificate
#print axioms StrongFieldCertificate.certificate_sharp
```

```
'StrongFieldCertificate.strong_field_certificate' depends on axioms: [propext, Classical.choice, Quot.sound]
'StrongFieldCertificate.basis_state_certificate' depends on axioms: [propext, Classical.choice, Quot.sound]
'StrongFieldCertificate.certificate_sharp' depends on axioms: [propext, Classical.choice, Quot.sound]
```
